# Conjugation by τy reverses the sign of the four-band Hamiltonian τx(k·σ) + mτz + bτzσx

The model is a 4×4 matrix Hamiltonian τx(k·σ) + mτz + bτzσx, with real parameters m and b and a real three-component vector k, where τ and σ are Pauli matrices acting on the two factors of a tensor product. The theorem states that the chirality operator τy squares to the identity and that τy H τy = −H for every choice of m, b and k. The attempt proves both matrix identities entry by entry: it splits into all index cases, expands the products with `simp`, and leaves the remaining complex arithmetic to `ring_nf`, the rule `Complex.I_sq` and `ring`.

An attempt in Lean 4 with a fault in it:

```lean
import Mathlib

open Matrix
open scoped Kronecker

namespace NodalRingSemimetal

noncomputable section

/-- The Pauli matrix `σx`. -/
def pauliX : Matrix (Fin 2) (Fin 2) ℂ := !![0, 1; 1, 0]

/-- The Pauli matrix `σy`. -/
def pauliY : Matrix (Fin 2) (Fin 2) ℂ := !![0, -Complex.I; Complex.I, 0]

/-- The Pauli matrix `σz`. -/
def pauliZ : Matrix (Fin 2) (Fin 2) ℂ := !![1, 0; 0, -1]

/-- The four-band Hamiltonian `τx (k·σ) + m τz + b τz σx`; the first tensor factor is `τ`,
the second is `σ`. -/
def hamiltonian (m b : ℝ) (k : Fin 3 → ℝ) : Matrix (Fin 2 × Fin 2) (Fin 2 × Fin 2) ℂ :=
  pauliX ⊗ₖ ((k 0 : ℂ) • pauliX + (k 1 : ℂ) • pauliY + (k 2 : ℂ) • pauliZ)
    + (m : ℂ) • (pauliZ ⊗ₖ (1 : Matrix (Fin 2) (Fin 2) ℂ)) + (b : ℂ) • (pauliZ ⊗ₖ pauliX)

/-- The chirality operator `τy`. -/
def chirality : Matrix (Fin 2 × Fin 2) (Fin 2 × Fin 2) ℂ :=
  pauliY ⊗ₖ (1 : Matrix (Fin 2) (Fin 2) ℂ)

/-- The chirality operator squares to one, and conjugation by it reverses the sign of the
Hamiltonian. -/
theorem chiral_symmetry (m b : ℝ) (k : Fin 3 → ℝ) :
    chirality * chirality = 1 ∧
      chirality * hamiltonian m b k * chirality = -hamiltonian m b k := by
  constructor <;> ext ⟨i, j⟩ ⟨p, q⟩ <;>
  fin_cases i <;> fin_cases j <;> fin_cases p <;> fin_cases q <;>
    simp [chirality, hamiltonian, pauliX, pauliY, pauliZ, Matrix.mul_apply,
      Fintype.sum_prod_type, Fin.sum_univ_two, Matrix.one_apply,
      -mul_eq_mul_left_iff, -mul_eq_mul_right_iff, -mul_eq_zero] <;>
    ring_nf <;> simp only [Complex.I_sq] <;> ring

end

end NodalRingSemimetal
```

The error:

```
Try this:
  [apply] ring_nf
  
  The `ring` tactic failed to close the goal. Use `ring_nf` to obtain a normal form.
    
  Note that `ring` works primarily in *commutative* rings. If you have a noncommutative ring, abelian group or module, consider using `noncomm_ring`, `abel` or `module` instead.
Try this:
  [apply] ring_nf
  
  The `ring` tactic failed to close the goal. Use `ring_nf` to obtain a normal form.
    
  Note that `ring` works primarily in *commutative* rings. If you have a noncommutative ring, abelian group or module, consider using `noncomm_ring`, `abel` or `module` instead.
Try this:
  [apply] ring_nf
  
  The `ring` tactic failed to close the goal. Use `ring_nf` to obtain a normal form.
    
  Note that `ring` works primarily in *commutative* rings. If you have a noncommutative ring, abelian group or module, consider using `noncomm_ring`, `abel` or `module` instead.
Try this:
  [apply] ring_nf
  
  The `ring` tactic failed to close the goal. Use `ring_nf` to obtain a normal form.
    
  Note that `ring` works primarily in *commutative* rings. If you have a noncommutative ring, abelian group or module, consider using `noncomm_ring`, `abel` or `module` instead.
Main.lean:33:72: error: unsolved goals
case right.«0».«0».«1».«1»
m b : ℝ
k : Fin 3 → ℝ
⊢ -↑(k 0) - Complex.I ^ 3 * ↑(k 1) = -↑(k 0) + Complex.I * ↑(k 1)

case right.«0».«1».«1».«0»
m b : ℝ
k : Fin 3 → ℝ
⊢ -↑(k 0) + Complex.I ^ 3 * ↑(k 1) = -↑(k 0) - Complex.I * ↑(k 1)

case right.«1».«0».«0».«1»
m b : ℝ
k : Fin 3 → ℝ
⊢ -↑(k 0) - Complex.I ^ 3 * ↑(k 1) = -↑(k 0) + Complex.I * ↑(k 1)

case right.«1».«1».«0».«0»
m b : ℝ
k : Fin 3 → ℝ
⊢ -↑(k 0) + Complex.I ^ 3 * ↑(k 1) = -↑(k 0) - Complex.I * ↑(k 1)
```

Cause. The error lists four entries of the second identity that remain unproved. Each needs `Complex.I ^ 3` to equal `-Complex.I`. The four "Try this" messages report that `ring` failed to close a goal; the suggested `ring_nf` would not help, since the goals shown are already in normal form.

`ring` knows the laws of commutative rings, but not that the imaginary unit squares to −1. That fact was supplied by `simp only [Complex.I_sq]`, which rewrites `Complex.I ^ 2`. A cube in normal form is the single power `Complex.I ^ 3`, which does not contain the square as a subterm, so the rule leaves it alone.

The repair first proves `hI : Complex.I ^ 3 = -Complex.I`, using `pow_succ` to split the cube into a square times `Complex.I`, `Complex.I_sq` to replace the square, and `ring` to finish. Adding `hI` to the `simp only` call then removes the cubes, and the final `ring` can close the goals.

The change, after which it compiles:

```diff
@@ -32,4 +32,7 @@
     chirality * chirality = 1 ∧
       chirality * hamiltonian m b k * chirality = -hamiltonian m b k := by
+  have hI : Complex.I ^ 3 = -Complex.I := by
+    rw [pow_succ, Complex.I_sq]
+    ring
   constructor <;> ext ⟨i, j⟩ ⟨p, q⟩ <;>
   fin_cases i <;> fin_cases j <;> fin_cases p <;> fin_cases q <;>
@@ -37,5 +40,5 @@
       Fintype.sum_prod_type, Fin.sum_univ_two, Matrix.one_apply,
       -mul_eq_mul_left_iff, -mul_eq_mul_right_iff, -mul_eq_zero] <;>
-    ring_nf <;> simp only [Complex.I_sq] <;> ring
+    ring_nf <;> simp only [Complex.I_sq, hI] <;> ring
 
 end
```
